# Determinant of two spin-1/2 blocks coupled by a spin-independent amplitude

Two spin blocks, given by 2×2 complex matrices P and Q, are coupled by an amplitude s that leaves the spin unchanged, so both off-diagonal blocks of the resulting 4×4 matrix are s times the identity. The lemma states that the determinant of this matrix is det P · det Q − s² tr(PQ) + s⁴. P and Q are arbitrary, and s is any complex number that appears unconjugated in both off-diagonal blocks, so the matrix need not be Hermitian. The proof relabels the block indices by `Fin 4`, writes the matrix out entry by entry, expands the determinant along the first row and leaves the remaining algebra to `simp` and `ring`.

The failing Lean file:

```lean
import Mathlib

open Matrix

namespace DetCoupled

noncomputable section

/-- Determinant of two spin blocks P and Q coupled by a spin-independent amplitude s. -/
theorem det_coupled (P Q : Matrix (Fin 2) (Fin 2) ℂ) (s : ℂ) :
    (fromBlocks P (s • 1) (s • 1) Q).det = P.det * Q.det - s ^ 2 * (P * Q).trace + s ^ 4 := by
  have hs : s • (1 : Matrix (Fin 2) (Fin 2) ℂ) = !![s, 0; 0, s] := by
    ext i j
    fin_cases i <;> fin_cases j <;> simp
  let e : Fin 4 ≃ Fin 2 ⊕ Fin 2 := finSumFinEquiv.symm
  have h : (fromBlocks P !![s, 0; 0, s] !![s, 0; 0, s] Q).submatrix e e =
      !![P 0 0, P 0 1, s, 0; P 1 0, P 1 1, 0, s; s, 0, Q 0 0, Q 0 1; 0, s, Q 1 0, Q 1 1] := by
    ext i j
    fin_cases i <;> fin_cases j <;> rfl
  rw [hs, ← det_submatrix_equiv_self e, h, det_succ_row_zero]
  simp [Fin.sum_univ_succ, det_fin_three, det_fin_two, trace_fin_two, Matrix.mul_apply,
    Fin.succAbove]
  ring

end

end DetCoupled
```

Messages:

```
Main.lean:15:35: error: Type mismatch
  finSumFinEquiv.symm
has type
  Fin (?m.885 + ?m.886) ≃ Fin ?m.885 ⊕ Fin ?m.886
but is expected to have type
  Fin 4 ≃ Fin 2 ⊕ Fin 2
```

The repair, with which the file compiles:

```diff
@@ -13,5 +13,5 @@
     ext i j
     fin_cases i <;> fin_cases j <;> simp
-  let e : Fin 4 ≃ Fin 2 ⊕ Fin 2 := finSumFinEquiv.symm
+  let e : Fin 4 ≃ Fin 2 ⊕ Fin 2 := (finSumFinEquiv (m := 2) (n := 2)).symm
   have h : (fromBlocks P !![s, 0; 0, s] !![s, 0; 0, s] Q).submatrix e e =
       !![P 0 0, P 0 1, s, 0; P 1 0, P 1 1, 0, s; s, 0, Q 0 0, Q 0 1; 0, s, Q 1 0, Q 1 1] := by
```

Diagnosis. The error concerns the relabelling `e`, not the determinant formula. `finSumFinEquiv` has two implicit sizes, `m` and `n`, and its inverse goes from `Fin (m + n)` to `Fin m ⊕ Fin n`. In the message both sizes are still unknown, shown as `?m.885` and `?m.886`. To match the expected type, Lean has to fit `Fin (?m.885 + ?m.886)` to `Fin 4`, but the number 4 alone does not say how it splits into two summands. The target `Fin 2 ⊕ Fin 2` would settle the matter, yet Lean reports a mismatch without having used it to fill in the sizes.

The repair supplies them by name, `(m := 2) (n := 2)`. The inverse then has type `Fin (2 + 2) ≃ Fin 2 ⊕ Fin 2`, and since `2 + 2` computes to `4`, Lean accepts it as the declared type of `e`.
